# Ring-CCD amplitudes from G(A + B)G = A − B by the inverse Cayley transform

The theorem `ringCCD_of_cayley` concerns the ring coupled-cluster doubles (ring-CCD) equation B + AT + TA + TBT = 0, where A, B and the amplitudes T are real square matrices of finite size, with no symmetry assumed. It takes any real matrix G of the same size with G + 1 invertible and sets T = (G − 1)(G + 1)⁻¹. It states that 1 − T is then invertible, that the Cayley transform (1 + T)(1 − T)⁻¹ gives back G, and that T solves the ring-CCD equation exactly when G(A + B)G = A − B. The attempt shows that ½(G + 1) is a right inverse of 1 − T, uses this to recover G, and takes the equivalence from the preceding theorem, `ringCCD_iff_cayley`.

Lean 4 with Mathlib refuses this proof:

```lean
import Mathlib

open scoped Matrix

namespace RingCCDOfCayley

noncomputable section

variable {n : Type*} [Fintype n] [DecidableEq n]

/-- The ring-CCD residual `B + AT + TA + TBT` of an amplitude matrix `T`. -/
def residual (A B T : Matrix n n ℝ) : Matrix n n ℝ :=
  B + A * T + T * A + T * B * T

/-- The Cayley transform `G = (1 + T)(1 - T)⁻¹` of the amplitudes, for `1 - T` invertible. -/
def cayley (T : Matrix n n ℝ) : Matrix n n ℝ :=
  (1 + T) * (1 - T)⁻¹

/-- The inverse transform `T = (G - 1)(G + 1)⁻¹`, for `G + 1` invertible. -/
def invCayley (G : Matrix n n ℝ) : Matrix n n ℝ :=
  (G - 1) * (G + 1)⁻¹

/-- Twice the ring-CCD residual is the difference between `A + B` dressed by `1 + T`
and `A - B` dressed by `1 - T`. -/
theorem two_smul_residual (A B T : Matrix n n ℝ) :
    (1 + T) * (A + B) * (1 + T) - (1 - T) * (A - B) * (1 - T)
      = (2 : ℝ) • residual A B T := by
  rw [two_smul]
  unfold residual
  noncomm_ring

/-- If `1 - T` is invertible, multiplying the Cayley transform by `1 - T` on either side
gives `1 + T`. -/
theorem cayley_clear {T : Matrix n n ℝ} (h : IsUnit (1 - T)) :
    cayley T * (1 - T) = 1 + T ∧ (1 - T) * cayley T = 1 + T := by
  have hd := (Matrix.isUnit_iff_isUnit_det _).1 h
  constructor
  · unfold cayley
    rw [mul_assoc, Matrix.nonsing_inv_mul _ hd, mul_one]
  · -- `1 - T` and `1 + T` commute
    calc (1 - T) * cayley T = (1 + T) * ((1 - T) * (1 - T)⁻¹) := by
          unfold cayley
          noncomm_ring
      _ = 1 + T := by rw [Matrix.mul_nonsing_inv _ hd, mul_one]

/-- For `1 - T` invertible, `T` solves the ring-CCD equation exactly when its Cayley transform
`G` satisfies `G(A + B)G = A - B`. Moreover `G + 1` is invertible and
`T = (G - 1)(G + 1)⁻¹`. -/
theorem ringCCD_iff_cayley (A B : Matrix n n ℝ) {T : Matrix n n ℝ} (h : IsUnit (1 - T)) :
    (residual A B T = 0 ↔ cayley T * (A + B) * cayley T = A - B) ∧
      IsUnit (cayley T + 1) ∧ T = invCayley (cayley T) := by
  obtain ⟨hr, hl⟩ := cayley_clear h
  -- the two equations differ by multiplication with `1 - T` on both sides
  have key : (1 - T) * (cayley T * (A + B) * cayley T - (A - B)) * (1 - T)
      = (2 : ℝ) • residual A B T := by
    calc (1 - T) * (cayley T * (A + B) * cayley T - (A - B)) * (1 - T)
        = ((1 - T) * cayley T) * (A + B) * (cayley T * (1 - T))
          - (1 - T) * (A - B) * (1 - T) := by
          noncomm_ring
      _ = (2 : ℝ) • residual A B T := by rw [hl, hr, two_smul_residual]
  -- an explicit inverse of `G + 1`
  have hinv : (cayley T + 1) * ((1 / 2 : ℝ) • (1 - T)) = 1 := by
    rw [Matrix.mul_smul, add_mul, one_mul, hr]
    module
  refine ⟨⟨fun hR => ?_, fun hG => ?_⟩,
    (Matrix.isUnit_iff_isUnit_det _).2 (Matrix.isUnit_det_of_right_inverse hinv), ?_⟩
  · rw [hR, smul_zero] at key
    exact sub_eq_zero.1 (h.mul_right_eq_zero.1 (h.mul_left_eq_zero.1 key))
  · rw [hG, sub_self, mul_zero, zero_mul] at key
    calc residual A B T = (1 / 2 : ℝ) • ((2 : ℝ) • residual A B T) := by module
      _ = 0 := by rw [← key, smul_zero]
  · unfold invCayley
    rw [Matrix.inv_eq_right_inv hinv, Matrix.mul_smul, sub_mul, one_mul, hr]
    module

/-- Every `G` with `G + 1` invertible is the Cayley transform of `T = (G - 1)(G + 1)⁻¹`, with
`1 - T` invertible, and this `T` solves ring CCD exactly when `G(A + B)G = A - B`. -/
theorem ringCCD_of_cayley (A B : Matrix n n ℝ) {G : Matrix n n ℝ} (h : IsUnit (G + 1)) :
    IsUnit (1 - invCayley G) ∧ cayley (invCayley G) = G ∧
      (residual A B (invCayley G) = 0 ↔ G * (A + B) * G = A - B) := by
  have hd := (Matrix.isUnit_iff_isUnit_det _).1 h
  have hT : invCayley G * (G + 1) = G - 1 := by
    unfold invCayley
    rw [mul_assoc, Matrix.nonsing_inv_mul _ hd, mul_one]
  have hinv : (1 - invCayley G) * ((1 / 2 : ℝ) • (G + 1)) = 1 := by
    rw [Matrix.mul_smul, sub_mul, one_mul, hT]
    module
  have hu : IsUnit (1 - invCayley G) := Matrix.isUnit_of_right_inverse hinv
  have hG : cayley (invCayley G) = G := by
    unfold cayley
    rw [Matrix.inv_eq_right_inv hinv, Matrix.mul_smul, add_mul, one_mul, hT]
    module
  have hmain := (ringCCD_iff_cayley A B hu).1
  rw [hG] at hmain
  exact ⟨hu, hG, hmain⟩

end

end RingCCDOfCayley
```

Lean reports:

```
Main.lean:88:40: error(lean.unknownIdentifier): Unknown constant `Matrix.isUnit_of_right_inverse`
```

Cause. The message says that Lean knows no constant called `Matrix.isUnit_of_right_inverse`. The proof cites it to get `hu`, the invertibility of `1 - invCayley G`, from `hinv`, which says that this matrix times ½(G + 1) is 1. The mathematical step is sound, since a square real matrix with a right inverse is invertible, but there is no lemma under the name cited.

The repair takes the same step through the determinant. `Matrix.isUnit_det_of_right_inverse hinv` shows that the determinant of `1 - invCayley G` is a unit. The equivalence `Matrix.isUnit_iff_isUnit_det` says that a matrix is a unit exactly when its determinant is, and its reverse direction, `.2`, turns that fact into the statement `hu` needs. The preceding theorem already uses this pair of lemmas to show that `cayley T + 1` is invertible. The statement of `hu` is unchanged, and the new line break is only layout.

As a diff, the version that Lean accepts:

```diff
@@ -86,5 +86,6 @@
     rw [Matrix.mul_smul, sub_mul, one_mul, hT]
     module
-  have hu : IsUnit (1 - invCayley G) := Matrix.isUnit_of_right_inverse hinv
+  have hu : IsUnit (1 - invCayley G) :=
+    (Matrix.isUnit_iff_isUnit_det _).2 (Matrix.isUnit_det_of_right_inverse hinv)
   have hG : cayley (invCayley G) = G := by
     unfold cayley
```
